# The Eikonal Identity for Soft Gluons: Neighbouring Soft Factors Add Up to That of the End Legs

## Spinors, brackets and soft factors

A spinor is a pair of complex numbers, u = (u₀, u₁). The bracket of two spinors is the determinant of the matrix that has them as rows:

[u,w] = u₀w₁ − u₁w₀.

It is antisymmetric, [u,w] = −[w,u], so [u,u] = 0. It vanishes exactly when the two spinors are linearly dependent.

The spinors v₀, v₁, …, vₙ belong to hard massless particles, called legs, in a fixed colour order. A chain with n links has n + 1 legs, and link i joins vᵢ to vᵢ₊₁ for 0 ≤ i < n. One further spinor q belongs to the soft gluon. For hard legs a and b, the soft factor is

S(a,b) = [a,b] / ([a,q][q,b]).

The order of the arguments fixes the sign. Both brackets in the denominator follow the colour order a, q, b, so [q,b] appears and not [b,q].

## What the brackets stand for

A massless momentum can be written as a product of two spinors, one of each chirality. For real momenta p and k of positive energy, with the usual normalisation, the bracket of their spinors u and w satisfies |[u,w]|² = 2p·k. A zero bracket between non-zero spinors therefore means that the two momenta are collinear.

In a colour-ordered tree amplitude, a gluon that becomes soft between the neighbours a and b contributes S(a,b) at leading order, up to couplings and phase conventions. This form holds for one helicity of the gluon; the other helicity uses spinors of the opposite chirality. The factor is singular when q is collinear with either neighbour, and the condition [vᵢ,q] ≠ 0 keeps the gluon away from all such directions.

Suppose that the colour-ordered amplitudes with q in the different links of the chain are added with equal weights. At leading soft order each is a soft factor times the same amplitude without q, so the soft factors add. The intermediate legs then drop out of the total soft factor, which is that of the two ends. They remain in the amplitude without q, which multiplies it. For tree-level amplitudes at leading soft order, this gives a check on numerical code that computes such a sum. In the full amplitude the orderings in general carry different colour factors, so it is not simply this equal-weight sum.

## The identity and its formal reading

Let n ≥ 0, and let [vᵢ,q] ≠ 0 for every i from 0 to n. Then

S(v₀,v₁) + S(v₁,v₂) + … + S(vₙ₋₁,vₙ) = S(v₀,vₙ).

Written out, the right-hand side is [v₀,vₙ] / ([v₀,q][q,vₙ]).

In Lean this is `eikonal_identity`. The type `Spinor` is `Fin 2 → ℂ`, `bracket` is the determinant above, and `softFactor q a b` is S(a,b) with the soft spinor as its first argument. The legs are given by a function `v : ℕ → Spinor`, of which only the values up to `n` enter. The sum over `range n` runs over the n links, while the hypothesis `∀ i ≤ n, bracket (v i) q ≠ 0` covers all n + 1 legs.

The soft factor is a definition here. It is not derived from a gauge theory, and no limit of small gluon energy is taken: the identity is exact for any q that satisfies the hypothesis. Momentum conservation and reality conditions are not imposed, and colour matrices, loop corrections and subleading soft terms are absent.

## Derivation from the Schouten identity

**The Schouten identity.** For any four spinors,

[a,b][c,q] + [b,c][a,q] = [a,c][b,q].

To see this, expand the left-hand side in components:

(a₀b₁ − a₁b₀)(c₀q₁ − c₁q₀) + (b₀c₁ − b₁c₀)(a₀q₁ − a₁q₀).

The terms a₀b₁c₀q₁ and a₁b₀c₁q₀ each occur once with either sign and cancel. The remaining terms are

a₀b₀c₁q₁ − a₀b₁c₁q₀ − a₁b₀c₀q₁ + a₁b₁c₀q₀ = (a₀c₁ − a₁c₀)(b₀q₁ − b₁q₀),

which is [a,c][b,q].

**The addition law.** Put q in the second slot of every bracket in the denominators, so that S(a,b) = −[a,b] / ([a,q][b,q]). If [a,q], [b,q] and [c,q] are non-zero, a common denominator gives

S(a,b) + S(b,c) = −([a,b][c,q] + [b,c][a,q]) / ([a,q][b,q][c,q]).

By the Schouten identity the numerator is −[a,c][b,q]. The factor [b,q] cancels, and

S(a,b) + S(b,c) = −[a,c] / ([a,q][c,q]) = S(a,c).

**Induction on the number of links.** For n = 0 the sum is empty, and S(v₀,v₀) = 0 because [v₀,v₀] = 0. If the identity holds for n links, the sum over n + 1 links is

S(v₀,vₙ) + S(vₙ,vₙ₊₁) = S(v₀,vₙ₊₁)

by the addition law.

## The shortest chains

With one link, both sides are the same expression. The first case with content is n = 2, which is the addition law itself. Take

v₀ = (1,0), v₁ = (1,1), v₂ = (0,1), q = (1,−1).

The brackets with q are [v₀,q] = −1, [v₁,q] = −2 and [v₂,q] = −1, and the brackets [v₀,v₁], [v₁,v₂] and [v₀,v₂] all equal 1. Hence S(v₀,v₁) = −1/2, S(v₁,v₂) = −1/2 and S(v₀,v₂) = −1, as the identity requires.

## Closed chains, reference spinors and insertions

**Closed chains.** If vₙ = v₀, the right-hand side of the identity is S(v₀,v₀) = 0, so the soft factors around a closed chain sum to zero.

**Reference spinors.** Let r be any spinor with [r,q] ≠ 0. The addition law for a, b, r, rearranged, reads

S(a,b) = S(a,r) − S(b,r).

Each hard leg contributes one term, and the choice of r does not affect the difference. In this form the sum over a chain telescopes.

**Rescaling.** Replacing a by sa and b by tb, with s and t non-zero, multiplies the numerator and the denominator of S(a,b) by the same factor st. The soft factor therefore depends on the directions of the hard momenta and not on their energies.

**Insertions.** Define the colour-ordered chain as

C = 1 / ([v₀,v₁][v₁,v₂]⋯[vₙ₋₁,vₙ]).

Inserting q into link i replaces 1/[vᵢ,vᵢ₊₁] by 1/([vᵢ,q][q,vᵢ₊₁]). If [vᵢ,vᵢ₊₁] ≠ 0, then

1/([vᵢ,q][q,vᵢ₊₁]) = S(vᵢ,vᵢ₊₁) · 1/[vᵢ,vᵢ₊₁],

so the insertion multiplies C by the soft factor of that link. When all neighbouring brackets and all brackets with q are non-zero, the sum over the n insertions is S(v₀,vₙ) · C.

Cyclic products of neighbouring brackets form the denominators of the simplest non-vanishing tree amplitudes for gluons, those with maximal helicity violation. The chain C does not include the numerator of such an amplitude, and its product of brackets is in general open. Setting vₙ = v₀ turns the last bracket into [vₙ₋₁,v₀], which closes the cycle of the legs v₀, …, vₙ₋₁.

## The Lean file

```lean
import Mathlib

open Finset

namespace SoftGluonEikonal

noncomputable section

/-- A two-component complex spinor. -/
abbrev Spinor := Fin 2 → ℂ

/-- The spinor bracket `[u,v]`, the determinant of the matrix with rows `u` and `v`. -/
def bracket (u v : Spinor) : ℂ := (Matrix.of ![u, v]).det

/-- The soft factor `[a,b] / ([a,q][q,b])` of a soft gluon `q` between hard legs `a` and `b`. -/
def softFactor (q a b : Spinor) : ℂ :=
  bracket a b / (bracket a q * bracket q b)

/-- The colour-ordered chain `1 / ([v₀,v₁][v₁,v₂]⋯[vₙ₋₁,vₙ])`. -/
def orderedChain (v : ℕ → Spinor) (n : ℕ) : ℂ :=
  ∏ j ∈ range n, 1 / bracket (v j) (v (j + 1))

/-- For `i < n`, the colour-ordered chain with `q` inserted between the neighbours `vᵢ` and `vᵢ₊₁`;
for `i ≥ n` nothing is inserted. -/
def insertedChain (q : Spinor) (v : ℕ → Spinor) (n i : ℕ) : ℂ :=
  ∏ j ∈ range n, if j = i then 1 / (bracket (v j) q * bracket q (v (j + 1)))
    else 1 / bracket (v j) (v (j + 1))

/-- The bracket in components. -/
theorem bracket_apply (u v : Spinor) : bracket u v = u 0 * v 1 - u 1 * v 0 := by
  simp [bracket, Matrix.det_fin_two]
  try ring

/-- The bracket changes sign when its two spinors are exchanged. -/
theorem bracket_swap (u v : Spinor) : bracket u v = -bracket v u := by
  rw [bracket_apply, bracket_apply]
  ring

/-- The Schouten identity for four spinors. -/
theorem schouten (a b c q : Spinor) :
    bracket a b * bracket c q + bracket b c * bracket a q = bracket a c * bracket b q := by
  simp only [bracket_apply]
  ring

/-- Soft factors of adjacent pairs add: the intermediate hard leg `b` drops out. -/
theorem softFactor_add {q a b c : Spinor} (ha : bracket a q ≠ 0) (hb : bracket b q ≠ 0)
    (hc : bracket c q ≠ 0) :
    softFactor q a b + softFactor q b c = softFactor q a c := by
  unfold softFactor
  -- write every denominator with `q` in the second slot
  rw [bracket_swap q b, bracket_swap q c,
    div_add_div _ _ (mul_ne_zero ha (neg_ne_zero.mpr hb)) (mul_ne_zero hb (neg_ne_zero.mpr hc)),
    div_eq_div_iff
      (mul_ne_zero (mul_ne_zero ha (neg_ne_zero.mpr hb)) (mul_ne_zero hb (neg_ne_zero.mpr hc)))
      (mul_ne_zero ha (neg_ne_zero.mpr hc))]
  -- the numerators agree by the Schouten identity
  linear_combination (bracket a q * bracket b q * bracket c q) * schouten a b c q

/-- The eikonal identity: the soft factors of all neighbouring pairs in a chain of hard legs
sum to the soft factor of the two end legs. -/
theorem eikonal_identity (q : Spinor) (v : ℕ → Spinor) (n : ℕ)
    (h : ∀ i ≤ n, bracket (v i) q ≠ 0) :
    ∑ i ∈ range n, softFactor q (v i) (v (i + 1)) = softFactor q (v 0) (v n) := by
  induction n with
  | zero =>
    have h0 : bracket (v 0) (v 0) = 0 := by
      rw [bracket_apply]
      ring
    simp [softFactor, h0]
  | succ n ih =>
    -- the last link is absorbed by the addition law
    rw [sum_range_succ, ih (fun i hi => h i (by omega))]
    exact softFactor_add (h 0 (by omega)) (h n (by omega)) (h (n + 1) le_rfl)

/-- Around a closed chain of hard legs the soft factors sum to zero. -/
theorem closed_chain_sum (q : Spinor) (v : ℕ → Spinor) (n : ℕ)
    (h : ∀ i ≤ n, bracket (v i) q ≠ 0) (hclosed : v n = v 0) :
    ∑ i ∈ range n, softFactor q (v i) (v (i + 1)) = 0 := by
  have h0 : bracket (v 0) (v 0) = 0 := by
    rw [bracket_apply]
    ring
  rw [eikonal_identity q v n h, hclosed, softFactor, h0, zero_div]

/-- The soft factor is a difference of one term for each hard leg, written with any reference
spinor `r` that has non-zero bracket with `q`. -/
theorem softFactor_reference {q a b r : Spinor} (ha : bracket a q ≠ 0) (hb : bracket b q ≠ 0)
    (hr : bracket r q ≠ 0) :
    softFactor q a b = softFactor q a r - softFactor q b r := by
  linear_combination softFactor_add ha hb hr

/-- The soft factor is unchanged when the hard spinors are rescaled by non-zero numbers. -/
theorem softFactor_rescale (q a b : Spinor) {s t : ℂ} (hs : s ≠ 0) (ht : t ≠ 0) :
    softFactor q (s • a) (t • b) = softFactor q a b := by
  have h1 : bracket (s • a) (t • b) = s * t * bracket a b := by
    simp only [bracket_apply, Pi.smul_apply, smul_eq_mul]
    ring
  have h2 : bracket (s • a) q * bracket q (t • b) = s * t * (bracket a q * bracket q b) := by
    simp only [bracket_apply, Pi.smul_apply, smul_eq_mul]
    ring
  unfold softFactor
  rw [h1, h2, mul_div_mul_left _ _ (mul_ne_zero hs ht)]

/-- Inserting `q` into one link multiplies the colour-ordered chain by the soft factor of
that link. -/
theorem insertedChain_eq (q : Spinor) (v : ℕ → Spinor) {n i : ℕ} (hi : i < n)
    (h : bracket (v i) (v (i + 1)) ≠ 0) :
    insertedChain q v n i = softFactor q (v i) (v (i + 1)) * orderedChain v n := by
  -- split off the soft factor from the link that receives `q`
  have key : ∀ j ∈ range n,
      (if j = i then 1 / (bracket (v j) q * bracket q (v (j + 1)))
        else 1 / bracket (v j) (v (j + 1))) =
      (if j = i then softFactor q (v j) (v (j + 1)) else 1) *
        (1 / bracket (v j) (v (j + 1))) := by
    intro j _
    by_cases hj : j = i
    · subst hj
      simp only [↓reduceIte, softFactor]
      rw [div_mul_eq_mul_div, mul_one_div_cancel h]
    · simp only [if_neg hj, one_mul]
  unfold insertedChain orderedChain
  rw [prod_congr rfl key, prod_mul_distrib, prod_ite_eq', if_pos (mem_range.mpr hi)]

/-- Summed over all links that can receive `q`, the colour-ordered chains give the chain
without `q` times the soft factor of the two end legs. -/
theorem sum_insertedChain (q : Spinor) (v : ℕ → Spinor) (n : ℕ)
    (hq : ∀ i ≤ n, bracket (v i) q ≠ 0)
    (hv : ∀ i < n, bracket (v i) (v (i + 1)) ≠ 0) :
    ∑ i ∈ range n, insertedChain q v n i = softFactor q (v 0) (v n) * orderedChain v n := by
  rw [← eikonal_identity q v n hq, sum_mul]
  refine sum_congr rfl fun i hi => ?_
  exact insertedChain_eq q v (mem_range.mp hi) (hv i (mem_range.mp hi))

end

end SoftGluonEikonal
```

```lean
#print axioms SoftGluonEikonal.eikonal_identity
#print axioms SoftGluonEikonal.softFactor_reference
#print axioms SoftGluonEikonal.softFactor_rescale
#print axioms SoftGluonEikonal.sum_insertedChain
```

```
'SoftGluonEikonal.eikonal_identity' depends on axioms: [propext, Classical.choice, Quot.sound]
'SoftGluonEikonal.softFactor_reference' depends on axioms: [propext, Classical.choice, Quot.sound]
'SoftGluonEikonal.softFactor_rescale' depends on axioms: [propext, Classical.choice, Quot.sound]
'SoftGluonEikonal.sum_insertedChain' depends on axioms: [propext, Classical.choice, Quot.sound]
```

## How the proof follows the algebra

`bracket_apply` turns the determinant into the component formula u₀w₁ − u₁w₀, with the second spinor called `v` in the code. After that, `bracket_swap` and `schouten` are polynomial identities in the components, and `ring` carries out the expansion and cancellation shown above.

`softFactor_add` is the addition law. Its first two rewrites use `bracket_swap` to put q in the second slot, as in the derivation. `div_add_div` forms the common denominator, and `div_eq_div_iff` cross-multiplies the resulting equality of fractions; both need the denominators to be non-zero, which is where the three hypotheses enter. The derivation by hand cancels [b,q] at this point, whereas the Lean proof keeps all the factors. What remains is the Schouten identity multiplied by [a,q][b,q][c,q], and the `linear_combination` line states exactly that.

`eikonal_identity` is the induction on the number of links. In the `zero` case, `h0` supplies [v₀,v₀] = 0. In the `succ` case, `sum_range_succ` splits off the last link and the induction hypothesis `ih` replaces the rest of the sum by S(v₀,vₙ). Then `softFactor_add` is applied to the legs v₀, vₙ and vₙ₊₁.

Two results follow quickly from these. `closed_chain_sum` applies the identity, substitutes `hclosed` and uses the vanishing of [v₀,v₀]. `softFactor_reference` is the addition law with r as its third leg, rearranged by `linear_combination`.

`softFactor_rescale` is independent of the induction. It computes the rescaled numerator in `h1` and the rescaled denominator in `h2`, each with the common factor st, and `mul_div_mul_left` cancels that factor.

In `insertedChain_eq`, the inserted chain is a product over all links in which an `if` selects the modified factor at `j = i`. The auxiliary statement `key` writes each factor as a product of two: the ordinary factor 1/[vⱼ,vⱼ₊₁], and a second one equal to the soft factor at `j = i` and to 1 elsewhere. At the selected link this uses [vᵢ,vᵢ₊₁] ≠ 0. `prod_mul_distrib` then separates the two products, and `prod_ite_eq'` reduces the one made of a soft factor and ones to S(vᵢ,vᵢ₊₁).

`sum_insertedChain` combines both lines of argument. It uses the eikonal identity from right to left, expanding S(v₀,vₙ) into the sum over links, and `sum_mul` distributes the chain over that sum. The two sides then agree term by term through `insertedChain_eq`.
